# The Abelès relation between the s and p Fresnel amplitudes

Let light fall from vacuum at a real angle $a$ with $c=\cos a>0$ on a homogeneous, isotropic, non-magnetic half-space of complex relative permittivity $\varepsilon$, let $q$ with $q^2=\varepsilon-\sin^2 a$ and $\operatorname{Re}q>0$ be the normal wave-vector component in the medium in units of the vacuum wave number, and let $r_s=(c-q)/(c+q)$ and $r_p=(\varepsilon c-q)/(\varepsilon c+q)$ be the reflection amplitudes for s and p polarisation. Then $r_p=r_s(r_s-\cos 2a)/(1-r_s\cos 2a)$, the moduli obey $|r_p|\le|r_s|<1$, and at $45^\circ$ one has $r_p=r_s^2$.

```lean
import Mathlib

open Complex

namespace AbelesRelation

noncomputable section

/-- Fresnel amplitude for s polarisation at angle of incidence `a` from vacuum; `q` is the
normal wave-vector component in the medium in units of the vacuum wave number. -/
def rs (a : ℝ) (q : ℂ) : ℂ := ((Real.cos a : ℂ) - q) / ((Real.cos a : ℂ) + q)

/-- Fresnel amplitude for p polarisation at angle of incidence `a` from vacuum on a medium of
permittivity `ε` with normal wave-vector component `q`. -/
def rp (a : ℝ) (ε q : ℂ) : ℂ := (ε * (Real.cos a : ℂ) - q) / (ε * (Real.cos a : ℂ) + q)

/-- A Fresnel-type denominator `t + z` with real `t ≥ 0` and `Re z > 0` does not vanish. -/
theorem denominator_ne_zero {t : ℝ} {z : ℂ} (ht : 0 ≤ t) (hz : 0 < z.re) :
    (t : ℂ) + z ≠ 0 := by
  intro h
  have h1 := congrArg Complex.re h
  simp only [Complex.add_re, Complex.ofReal_re, Complex.zero_re] at h1
  linarith

/-- A Fresnel-type ratio `(t - z)/(t + z)` with real `t > 0` and `Re z > 0` has modulus
below one. -/
theorem norm_ratio_lt_one {t : ℝ} {z : ℂ} (ht : 0 < t) (hz : 0 < z.re) :
    ‖((t : ℂ) - z) / ((t : ℂ) + z)‖ < 1 := by
  rw [norm_div, div_lt_one (norm_pos_iff.mpr (denominator_ne_zero ht.le hz))]
  -- |t + z|² - |t - z|² = 4 t Re z
  have h : ‖(t : ℂ) - z‖ ^ 2 < ‖(t : ℂ) + z‖ ^ 2 := by
    rw [Complex.sq_norm, Complex.sq_norm, Complex.normSq_apply, Complex.normSq_apply]
    simp only [Complex.sub_re, Complex.add_re, Complex.sub_im, Complex.add_im,
      Complex.ofReal_re, Complex.ofReal_im]
    nlinarith [mul_pos ht hz]
  exact lt_of_pow_lt_pow_left₀ 2 (norm_nonneg _) h

/-- With `q² = ε - sin² a`, denominator and numerator of the p amplitude factorise as
`ε cos a ± q = (cos a ± q)(sin² a ± q cos a)`. -/
theorem p_factorisation {a : ℝ} {ε q : ℂ} (hε : q ^ 2 = ε - (Real.sin a : ℂ) ^ 2) :
    ε * (Real.cos a : ℂ) + q
        = ((Real.cos a : ℂ) + q) * ((Real.sin a : ℂ) ^ 2 + (Real.cos a : ℂ) * q) ∧
    ε * (Real.cos a : ℂ) - q
        = ((Real.cos a : ℂ) - q) * ((Real.sin a : ℂ) ^ 2 - (Real.cos a : ℂ) * q) := by
  have h1 : (Real.sin a : ℂ) ^ 2 + (Real.cos a : ℂ) ^ 2 = 1 := by
    rw [← Complex.ofReal_pow, ← Complex.ofReal_pow, ← Complex.ofReal_add,
      Real.sin_sq_add_cos_sq, Complex.ofReal_one]
  constructor
  · linear_combination (-(Real.cos a : ℂ)) * hε - q * h1
  · linear_combination (-(Real.cos a : ℂ)) * hε + q * h1

/-- For `cos a > 0`, `Re q > 0` and `q² = ε - sin² a` the denominators `ε cos a + q` and `sin² a + q cos a` do not
vanish, and `r_p = r_s (sin² a - q cos a)/(sin² a + q cos a)`. -/
theorem rp_eq_rs_mul_ratio {a : ℝ} {ε q : ℂ} (hc : 0 < Real.cos a) (hq : 0 < q.re)
    (hε : q ^ 2 = ε - (Real.sin a : ℂ) ^ 2) :
    ε * (Real.cos a : ℂ) + q ≠ 0 ∧ (Real.sin a : ℂ) ^ 2 + (Real.cos a : ℂ) * q ≠ 0 ∧
    rp a ε q = rs a q * (((Real.sin a : ℂ) ^ 2 - (Real.cos a : ℂ) * q)
        / ((Real.sin a : ℂ) ^ 2 + (Real.cos a : ℂ) * q)) := by
  obtain ⟨hplus, hminus⟩ := p_factorisation hε
  have hcq : 0 < ((Real.cos a : ℂ) * q).re := by
    rw [Complex.re_ofReal_mul]
    exact mul_pos hc hq
  have hs := denominator_ne_zero (sq_nonneg (Real.sin a)) hcq
  rw [Complex.ofReal_pow] at hs
  refine ⟨?_, hs, ?_⟩
  · rw [hplus]
    exact mul_ne_zero (denominator_ne_zero hc.le hq) hs
  · rw [rp, rs, hplus, hminus]
    exact (div_mul_div_comm _ _ _ _).symm

/-- For `cos a > 0` and `Re q > 0` the s amplitude has modulus below one. -/
theorem norm_rs_lt_one {a : ℝ} {q : ℂ} (hc : 0 < Real.cos a) (hq : 0 < q.re) :
    ‖rs a q‖ < 1 :=
  norm_ratio_lt_one hc hq

/-- For `cos a > 0`, `Re q > 0` and `q² = ε - sin² a`, `1 - r_s cos 2a` does not vanish and
`r_p = r_s (r_s - cos 2a)/(1 - r_s cos 2a)`. -/
theorem abeles {a : ℝ} {ε q : ℂ} (hc : 0 < Real.cos a) (hq : 0 < q.re)
    (hε : q ^ 2 = ε - (Real.sin a : ℂ) ^ 2) :
    1 - rs a q * (Real.cos (2 * a) : ℂ) ≠ 0 ∧
    rp a ε q = rs a q * (rs a q - (Real.cos (2 * a) : ℂ))
        / (1 - rs a q * (Real.cos (2 * a) : ℂ)) := by
  obtain ⟨-, hs, hp⟩ := rp_eq_rs_mul_ratio hc hq hε
  have hne := denominator_ne_zero hc.le hq
  have hc' : (Real.cos a : ℂ) ≠ 0 := Complex.ofReal_ne_zero.mpr hc.ne'
  have h1 : (Real.sin a : ℂ) ^ 2 + (Real.cos a : ℂ) ^ 2 = 1 := by
    rw [← Complex.ofReal_pow, ← Complex.ofReal_pow, ← Complex.ofReal_add,
      Real.sin_sq_add_cos_sq, Complex.ofReal_one]
  have hk : (Real.cos (2 * a) : ℂ) = 2 * (Real.cos a : ℂ) ^ 2 - 1 := by
    rw [Real.cos_two_mul]
    simp only [Complex.ofReal_sub, Complex.ofReal_mul, Complex.ofReal_pow,
      Complex.ofReal_one, Complex.ofReal_ofNat]
  have hr : rs a q * ((Real.cos a : ℂ) + q) = (Real.cos a : ℂ) - q := div_mul_cancel₀ _ hne
  -- both factors of the Abelès ratio, multiplied by cos a + q
  have hD : (1 - rs a q * (Real.cos (2 * a) : ℂ)) * ((Real.cos a : ℂ) + q)
      = 2 * (Real.cos a : ℂ) * ((Real.sin a : ℂ) ^ 2 + (Real.cos a : ℂ) * q) := by
    rw [hk]
    linear_combination (-(2 * (Real.cos a : ℂ) ^ 2 - 1)) * hr - 2 * (Real.cos a : ℂ) * h1
  have hN : (rs a q - (Real.cos (2 * a) : ℂ)) * ((Real.cos a : ℂ) + q)
      = 2 * (Real.cos a : ℂ) * ((Real.sin a : ℂ) ^ 2 - (Real.cos a : ℂ) * q) := by
    rw [hk]
    linear_combination hr - 2 * (Real.cos a : ℂ) * h1
  have hD' : 1 - rs a q * (Real.cos (2 * a) : ℂ) ≠ 0 := by
    intro h0
    rw [h0, zero_mul] at hD
    exact mul_ne_zero (mul_ne_zero two_ne_zero hc') hs hD.symm
  have hratio : ((Real.sin a : ℂ) ^ 2 - (Real.cos a : ℂ) * q)
      / ((Real.sin a : ℂ) ^ 2 + (Real.cos a : ℂ) * q)
      = (rs a q - (Real.cos (2 * a) : ℂ)) / (1 - rs a q * (Real.cos (2 * a) : ℂ)) := by
    rw [div_eq_div_iff hs hD']
    apply mul_right_cancel₀ hne
    linear_combination ((Real.sin a : ℂ) ^ 2 - (Real.cos a : ℂ) * q) * hD
      - ((Real.sin a : ℂ) ^ 2 + (Real.cos a : ℂ) * q) * hN
  refine ⟨hD', ?_⟩
  rw [hp, hratio]
  exact (mul_div_assoc _ _ _).symm

/-- For `cos a > 0`, `Re q > 0` and `q² = ε - sin² a` the moduli obey `|r_p| ≤ |r_s| < 1`, and `|r_p| = |r_s|` exactly at normal incidence
(`sin a = 0`) or when `q = cos a`. -/
theorem norm_rp_le_norm_rs {a : ℝ} {ε q : ℂ} (hc : 0 < Real.cos a) (hq : 0 < q.re)
    (hε : q ^ 2 = ε - (Real.sin a : ℂ) ^ 2) :
    ‖rp a ε q‖ ≤ ‖rs a q‖ ∧ ‖rs a q‖ < 1 ∧
    (‖rp a ε q‖ = ‖rs a q‖ ↔ Real.sin a = 0 ∨ q = (Real.cos a : ℂ)) := by
  obtain ⟨-, -, hp⟩ := rp_eq_rs_mul_ratio hc hq hε
  have hrs := norm_rs_lt_one hc hq
  have hcq : 0 < ((Real.cos a : ℂ) * q).re := by
    rw [Complex.re_ofReal_mul]
    exact mul_pos hc hq
  by_cases hs : Real.sin a = 0
  · -- normal incidence: r_p = -r_s
    have h0 : (Real.cos a : ℂ) * q ≠ 0 := by
      intro h
      rw [h, Complex.zero_re] at hcq
      exact lt_irrefl _ hcq
    have hneg : rp a ε q = -rs a q := by
      rw [hp, hs, Complex.ofReal_zero, zero_pow two_ne_zero, zero_sub, zero_add, neg_div,
        div_self h0, mul_neg_one]
    rw [hneg, norm_neg]
    exact ⟨le_rfl, hrs, iff_of_true rfl (Or.inl hs)⟩
  · -- oblique incidence: the ratio r_p / r_s lies strictly inside the unit disc
    have hpos : 0 < Real.sin a ^ 2 := by positivity
    have hlt := norm_ratio_lt_one hpos hcq
    rw [Complex.ofReal_pow] at hlt
    rw [hp, norm_mul]
    refine ⟨mul_le_of_le_one_right (norm_nonneg _) hlt.le, hrs, ?_, ?_⟩
    · intro h
      right
      by_contra hqc
      have hr0 : rs a q ≠ 0 :=
        div_ne_zero (sub_ne_zero.mpr (Ne.symm hqc)) (denominator_ne_zero hc.le hq)
      exact (mul_lt_of_lt_one_right (norm_pos_iff.mpr hr0) hlt).ne h
    · rintro (h | h)
      · exact absurd h hs
      · have hr0 : rs a q = 0 := by rw [rs, h, sub_self, zero_div]
        rw [hr0, norm_zero, zero_mul]

/-- For `cos a > 0`, `Re q > 0` and `q² = ε - sin² a` the p amplitude is the square of the s amplitude exactly when `cos 2a = 0` or
`q = cos a`. -/
theorem rp_eq_rs_sq_iff {a : ℝ} {ε q : ℂ} (hc : 0 < Real.cos a) (hq : 0 < q.re)
    (hε : q ^ 2 = ε - (Real.sin a : ℂ) ^ 2) :
    rp a ε q = rs a q ^ 2 ↔ Real.cos (2 * a) = 0 ∨ q = (Real.cos a : ℂ) := by
  obtain ⟨hD, hA⟩ := abeles hc hq hε
  rw [hA, div_eq_iff hD]
  constructor
  · intro h
    have h3 : rs a q * (Real.cos (2 * a) : ℂ) * (rs a q ^ 2 - 1) = 0 := by
      linear_combination h
    -- r_s² = 1 is excluded by |r_s| < 1
    have h4 : rs a q ^ 2 - 1 ≠ 0 := by
      intro h0
      have h5 : ‖rs a q‖ ^ 2 = 1 := by rw [← norm_pow, sub_eq_zero.mp h0, norm_one]
      nlinarith [norm_rs_lt_one hc hq, norm_nonneg (rs a q)]
    rcases mul_eq_zero.mp ((mul_eq_zero.mp h3).resolve_right h4) with h6 | h6
    · right
      rw [rs, div_eq_zero_iff] at h6
      exact (sub_eq_zero.mp (h6.resolve_right (denominator_ne_zero hc.le hq))).symm
    · exact Or.inl (Complex.ofReal_eq_zero.mp h6)
  · rintro (h | h)
    · rw [h, Complex.ofReal_zero]
      ring
    · have hr0 : rs a q = 0 := by rw [rs, h, sub_self, zero_div]
      rw [hr0]
      ring

/-- At 45 degrees, with `Re q > 0` and `q² = ε - 1/2`, one has `r_p = r_s²`, and the p reflectance `|r_p|²`
is the square of the s reflectance `|r_s|²`. -/
theorem abeles_45 {ε q : ℂ} (hq : 0 < q.re) (hε : q ^ 2 = ε - 1 / 2) :
    rp (Real.pi / 4) ε q = rs (Real.pi / 4) q ^ 2 ∧
    ‖rp (Real.pi / 4) ε q‖ ^ 2 = (‖rs (Real.pi / 4) q‖ ^ 2) ^ 2 := by
  have hc : 0 < Real.cos (Real.pi / 4) := by
    rw [Real.cos_pi_div_four]
    positivity
  have hs : Real.sin (Real.pi / 4) ^ 2 = 1 / 2 := by
    rw [Real.sin_pi_div_four, div_pow, Real.sq_sqrt (by norm_num)]
    norm_num
  have hs' : (Real.sin (Real.pi / 4) : ℂ) ^ 2 = 1 / 2 := by
    rw [← Complex.ofReal_pow, hs]
    norm_num
  have hk : Real.cos (2 * (Real.pi / 4)) = 0 := by
    rw [show 2 * (Real.pi / 4) = Real.pi / 2 by ring, Real.cos_pi_div_two]
  have hε' : q ^ 2 = ε - (Real.sin (Real.pi / 4) : ℂ) ^ 2 := by rw [hs', hε]
  have h := (rp_eq_rs_sq_iff hc hq hε').mpr (Or.inl hk)
  refine ⟨h, ?_⟩
  rw [h, norm_pow]

end

end AbelesRelation
```

```lean
#print axioms AbelesRelation.norm_rp_le_norm_rs
#print axioms AbelesRelation.rp_eq_rs_sq_iff
#print axioms AbelesRelation.abeles_45
```

```
'AbelesRelation.norm_rp_le_norm_rs' depends on axioms: [propext, Classical.choice, Quot.sound]
'AbelesRelation.rp_eq_rs_sq_iff' depends on axioms: [propext, Classical.choice, Quot.sound]
'AbelesRelation.abeles_45' depends on axioms: [propext, Classical.choice, Quot.sound]
```

## What the theorems state

The three main theorems share the hypotheses `hc : 0 < Real.cos a`, `hq : 0 < q.re` and `hε : q ^ 2 = ε - (Real.sin a : ℂ) ^ 2`. The angle `a` is a real number in radians, `ε` and `q` are complex, and `‖·‖` is the complex modulus.

The theorem `abeles` says that $1-r_s\cos 2a\neq0$ and that
$$r_p=\frac{r_s\,(r_s-\cos 2a)}{1-r_s\cos 2a}.$$
The permittivity has disappeared from the right-hand side: at a given angle, $r_s$ determines $r_p$. The name Abelès relation commonly denotes the $45^\circ$ identity $R_p=R_s^2$ between the reflectances; in this text it is used for the general-angle formula, which contains that identity as a special case.

The theorem `norm_rp_le_norm_rs` says that $|r_p|\le|r_s|$, that $|r_s|<1$, and that $|r_p|=|r_s|$ holds if and only if $\sin a=0$ or $q=c$.

The theorem `rp_eq_rs_sq_iff` says that $r_p=r_s^2$ holds if and only if $\cos 2a=0$ or $q=c$. Its special case `abeles_45` sets $a=\pi/4$, where `hε` becomes `q ^ 2 = ε - 1 / 2`, and gives $r_p=r_s^2$ together with $R_p=R_s^2$ for the reflectances $R_s=|r_s|^2$ and $R_p=|r_p|^2$.

Lean assigns the value zero to a quotient with zero denominator, so it matters that $c+q$, $\varepsilon c+q$, $\sin^2a+cq$ and $1-r_s\cos 2a$ are each shown to be nonzero under these hypotheses.

## The physics encoded

The medium fills a half-space behind a flat interface and is homogeneous, isotropic, non-magnetic and local, so that one complex number $\varepsilon$ describes it at the frequency in question. Wave vectors are measured in units of the vacuum wave number. The incident wave has tangential component $\sin a$ and normal component $c$. The tangential component is conserved across the interface, and the dispersion relation in the medium, $\sin^2 a+q^2=\varepsilon$, is the hypothesis `hε`.

The amplitudes come from the matching of tangential fields. For s polarisation the electric field is perpendicular to the plane of incidence. With incident, reflected and transmitted electric amplitudes $1$, $r$ and $\tau$, continuity of the tangential electric and magnetic fields reads $1+r=\tau$ and $c(1-r)=q\tau$, which gives $r=(c-q)/(c+q)$. For p polarisation the magnetic field is perpendicular to the plane of incidence, and for its amplitudes the conditions read $1+r=\tau$ and $c(1-r)=(q/\varepsilon)\tau$, which gives $r=(\varepsilon c-q)/(\varepsilon c+q)$. In Lean these two expressions are the definitions `rs` and `rp`; Maxwell's equations and the matching conditions are not modelled. The definition of `rp` fixes a sign convention, the one in which $r_p=-r_s$ at normal incidence. In the convention with the opposite sign of $r_p$, the Abelès formula carries an overall minus sign and the $45^\circ$ relation reads $r_p=-r_s^2$, while the statements about moduli are unchanged.

The number `q` is an independent variable tied to `ε` by `hε`, and `hq` selects one of the two square roots of $\varepsilon-\sin^2a$. This choice is assumed and not derived from causality or passivity. With time dependence $e^{-i\omega t}$ an absorbing medium has $\operatorname{Im}\varepsilon>0$ and a decaying transmitted wave has $\operatorname{Im}q>0$; since $\operatorname{Im}\varepsilon=2\operatorname{Re}q\operatorname{Im}q$, this root has $\operatorname{Re}q>0$. The theorems place no condition on the sign of $\operatorname{Im}\varepsilon$, so they apply in either time convention. They do not reach grazing incidence, $c=0$, nor the case of real $\varepsilon\le\sin^2a$, as for a lossless metal below its plasma frequency, where $q$ is purely imaginary or zero. The exceptional case $q=c$ means $\varepsilon=c^2+\sin^2a=1$: there is no optical contrast, and both amplitudes vanish.

When a dielectric function from an electronic-structure calculation is converted into reflectances, the identity $R_p=R_s^2$ at $45^\circ$ and the bound $R_p\le R_s<1$ are checks on that conversion, valid for an isotropic, non-magnetic, local half-space with a sharp surface, lit from vacuum with $c>0$, when the root has $\operatorname{Re}q>0$. For real $\varepsilon\le\sin^2a$ one has $R_s=1$, and the strict bound does not hold.

## Why it is true

Write $S=\sin^2a$ and $\gamma=\cos 2a$, so that $S+c^2=1$, $1-\gamma=2S$ and $1+\gamma=2c^2$.

Step 1 concerns ratios $(t-z)/(t+z)$ with real $t$ and complex $z$, $\operatorname{Re}z>0$. If $t\ge0$, then $\operatorname{Re}(t+z)>0$, so $t+z\neq0$. If $t>0$, then
$$|t+z|^2-|t-z|^2=4t\operatorname{Re}z>0,$$
so $|t-z|<|t+z|$ and the ratio has modulus below one. With $t=c$ and $z=q$ this gives $c+q\ne0$ and $|r_s|<1$.

Step 2 factorises the p amplitude. Multiplying out,
$$(c\pm q)(S\pm cq)=cS+cq^2\pm(c^2q+Sq)=c\,(S+q^2)\pm q\,(S+c^2)=\varepsilon c\pm q .$$
Since $S\ge0$ and $\operatorname{Re}(cq)=c\operatorname{Re}q>0$, step 1 gives $S+cq\neq0$. Hence $\varepsilon c+q\ne0$ and
$$r_p=r_s\,\rho,\qquad \rho=\frac{S-cq}{S+cq}.$$

Step 3 expresses $\rho$ through $r_s$. From $r_s(c+q)=c-q$,
$$(1-r_s\gamma)(c+q)=c+q-\gamma(c-q)=c(1-\gamma)+q(1+\gamma)=2c\,(S+cq),$$
$$(r_s-\gamma)(c+q)=c-q-\gamma(c+q)=c(1-\gamma)-q(1+\gamma)=2c\,(S-cq).$$
The right-hand side of the first line is nonzero, so $1-r_s\gamma\neq0$. Dividing the second line by the first gives $\rho=(r_s-\gamma)/(1-r_s\gamma)$, and $r_p=r_s\rho$ is the Abelès relation.

Step 4 compares the moduli. If $\sin a=0$, then $\rho=-cq/(cq)=-1$, so $r_p=-r_s$ and the moduli agree. If $\sin a\ne0$, then $S>0$, and step 1 with $t=S$, $z=cq$ gives $|\rho|<1$. Then $|r_p|=|r_s||\rho|\le|r_s|$, with equality only if $r_s=0$, which means $q=c$. Conversely $q=c$ makes both moduli zero.

Step 5 finds when $r_p=r_s^2$. Clearing the nonzero denominator turns the equation into $r_s(r_s-\gamma)=r_s^2(1-r_s\gamma)$. The terms $r_s^2$ cancel, leaving
$$r_s\,\gamma\,(r_s^2-1)=0 .$$
Because $|r_s|<1$, the factor $r_s^2-1$ is nonzero, so $\gamma=0$ or $r_s=0$, and the latter means $q=c$. Conversely, $\gamma=0$ reduces the relation to $r_s\cdot r_s=r_s^2$, and $r_s=0$ makes both sides vanish. At $a=\pi/4$ one has $\gamma=\cos(\pi/2)=0$ and $S=1/2$, so $r_p=r_s^2$ and $R_p=|r_s|^4=R_s^2$.

## How the Lean proof follows these steps

Step 1 is `denominator_ne_zero` and `norm_ratio_lt_one`. The first takes the real part of the equation $t+z=0$ and closes with `linarith`. The second reduces the claim to $|t-z|<|t+z|$, expands both squared moduli into real and imaginary parts, and gives `nlinarith` the product `mul_pos ht hz`, which is $t\operatorname{Re}z>0$; `lt_of_pow_lt_pow_left₀` then passes from the squares to the moduli. The bound `norm_rs_lt_one` is this lemma with $t=c$, $z=q$.

Step 2 is `p_factorisation` and `rp_eq_rs_mul_ratio`. Each factorisation is one `linear_combination`, which checks that the goal is $-c$ times `hε` plus $\mp q$ times the identity `h1`, $S+c^2=1$. These are the two substitutions made by hand, $S+q^2=\varepsilon$ in the term with factor $c$ and $S+c^2=1$ in the term with factor $q$. In `rp_eq_rs_mul_ratio`, `hcq` is $\operatorname{Re}(cq)>0$ and `hs` is $S+cq\neq0$; the quotient of products then splits into $r_s\rho$ by `div_mul_div_comm`.

Step 3 is `abeles`. The relation $r_s(c+q)=c-q$ is `hr`, and `hk` writes $\gamma=2c^2-1$. The two displayed lines are `hD` and `hN`, each a linear combination of `hr` and `h1`. If $1-r_s\gamma$ were zero, `hD` would force $2c(S+cq)=0$, and this contradiction proves `hD'`. For `hratio` the proof cross-multiplies with `div_eq_div_iff`, multiplies both sides by $c+q$ through `mul_right_cancel₀ hne`, and combines $(S-cq)$ times `hD` with $-(S+cq)$ times `hN`; both sides then equal $2c(S-cq)(S+cq)$.

Step 4 is `norm_rp_le_norm_rs`, split by `by_cases hs : Real.sin a = 0`. The normal branch establishes `hneg : rp a ε q = -rs a q`. In the oblique branch `hlt` is $|\rho|<1$; if $q\neq c$, then `rs a q ≠ 0`, and `mul_lt_of_lt_one_right` gives the strict inequality $|r_s||\rho|<|r_s|$, which rules out equality.

Step 5 is `rp_eq_rs_sq_iff`. After `div_eq_iff hD` clears the denominator, `h3` is the product $r_s\gamma(r_s^2-1)=0$, and `h4` excludes the last factor because $r_s^2=1$ would give $|r_s|^2=1$. The theorem `abeles_45` verifies $\cos(\pi/4)>0$, $\sin^2(\pi/4)=1/2$ and $\cos(2\cdot\pi/4)=0$, applies the equivalence from right to left, and obtains the reflectance statement from `norm_pow`.

## A numerical instance

Take $c=0.8$ and $\sin a=0.6$, so that $S=0.36$ and $\gamma=0.28$, and let $q=0.8+1.6i$. Then $q^2=-1.92+2.56i$ and $\varepsilon=-1.56+2.56i$, and
$$r_s=\frac{-1.6i}{1.6+1.6i}=-\frac{1+i}{2},\qquad R_s=\frac12 .$$
From the definition, with $\varepsilon c=-1.248+2.048i$,
$$r_p=\frac{-2.048+0.448i}{-0.448+3.648i}=\frac{-32+7i}{-7+57i},\qquad R_p=\frac{1073}{3298}\approx0.325 .$$
On the Abelès side, $r_s-\gamma=-0.78-0.5i$, so $r_s(r_s-\gamma)=0.14+0.64i$, and $1-r_s\gamma=1.14+0.14i$. Multiplying both by $50i$ gives $-32+7i$ and $-7+57i$, the numerator and denominator found above. Here $R_p<R_s$, but $R_p\neq R_s^2=0.25$.

At $45^\circ$ take $q=c(1+2i)$ with $c=1/\sqrt2$. Then $q^2=(-3+4i)/2$ and $\varepsilon=-1+2i$. The ratio $q/c$ is the same as before, so $r_s=-(1+i)/2$, and
$$r_p=\frac{\varepsilon-(1+2i)}{\varepsilon+(1+2i)}=\frac{-2}{4i}=\frac i2=r_s^2,$$
with $R_s=1/2$ and $R_p=1/4$.

## The wrong square root

It is tempting to treat $q^2=\varepsilon-\sin^2a$ as determining $q$ and to leave out $\operatorname{Re}q>0$. Replacing $q$ by $-q$ keeps `hε` true but turns each nonzero amplitude into its reciprocal. In the $45^\circ$ example the other root gives $r_s=-1+i$ and $r_p=-2i$. The relation $r_p=r_s^2$ still holds, since $(-1+i)^2=-2i$, but now $R_s=2$ and $R_p=4$, so that $|r_p|>|r_s|>1$. In this example a test of $r_p=r_s^2$ therefore passes on the wrong root, and the error shows only in the inequalities, which depend on `hq` through the sign of $4t\operatorname{Re}z$ in step 1.
